# The z components of different spins 1/2 are orthogonal under the trace

For `n` spins 1/2, with spin measured in units of ħ, `trace_Iz_mul` gives the trace of the product of the z components of spins `k` and `l`: 2ⁿ/4 if they are the same spin, and zero otherwise. The trace runs over all 2ⁿ up/down configurations and is not divided by their number; if it were, the value for equal spins would be 1/4. No Hamiltonian enters, so nothing is assumed about whether the spins interact. The attempt writes the trace as a sum over configurations, in which every term is 1/4 when the spins are equal. When they differ, it flips spin `k` in every configuration, which shows that the sum equals its own negative and so vanishes.

This version doesn't compile in Lean 4 with Mathlib:

```lean
import Mathlib

open Matrix

namespace PolarizationTransfer

noncomputable section

variable {n : ℕ}

/-- Operators on the state space of `n` spins 1/2, in the basis of up/down configurations. -/
abbrev Op (n : ℕ) := Matrix (Fin n → Bool) (Fin n → Bool) ℂ

/-- The magnetic quantum number of one spin: `1/2` for up, `-1/2` for down. -/
def mz (b : Bool) : ℂ := if b then 1 / 2 else -1 / 2

/-- The z component of spin `k`. -/
def Iz (k : Fin n) : Op n := Matrix.diagonal fun s => mz (s k)

/-- The z components of different spins are orthogonal in the trace inner product, and each
has squared norm `2^n/4`. -/
theorem trace_Iz_mul (k l : Fin n) :
    trace (Iz k * Iz l) = if k = l then (2 : ℂ) ^ n / 4 else 0 := by
  unfold Iz
  rw [Matrix.diagonal_mul_diagonal, Matrix.trace_diagonal]
  by_cases hkl : k = l
  · subst hkl
    have hq : ∀ b, mz b * mz b = 1 / 4 := by
      intro b; cases b <;> norm_num [mz]
    have hc : Fintype.card (Fin n → Bool) = 2 ^ n := by simp
    simp only [hq]
    rw [if_pos rfl, Finset.sum_const, Finset.card_univ, hc, nsmul_eq_mul]
    push_cast
    ring
  · rw [if_neg hkl]
    -- flipping spin `k` reverses the sign of every term
    let f : (Fin n → Bool) → (Fin n → Bool) := fun s => Function.update s k (!s k)
    have hf : Function.Involutive f := by intro s; simp [f]
    have h : ∑ s, mz (f s k) * mz (f s l) = ∑ s, mz (s k) * mz (s l) :=
      Equiv.sum_comp hf.toPerm (fun s => mz (s k) * mz (s l))
    have hm : ∀ b, mz (!b) = -mz b := by
      intro b; cases b <;> norm_num [mz]
    have h2 : ∀ s, mz (f s k) * mz (f s l) = -(mz (s k) * mz (s l)) := by
      intro s
      have e1 : f s k = !s k := by simp [f]
      have e2 : f s l = s l := by simp [f, Ne.symm hkl]
      rw [e1, e2, hm, neg_mul]
    simp only [h2, Finset.sum_neg_distrib] at h
    linear_combination (-1 / 2 : ℂ) * h

end

end PolarizationTransfer
```

Messages:

```
Main.lean:32:8: error: Tactic `rewrite` failed: Did not find an occurrence of the pattern
  if ?m.122 = ?m.122 then ?m.124 else ?m.125
in the target expression
  ∑ x, 1 / 4 = if True then 2 ^ n / 4 else 0

case pos
n : ℕ
k : Fin n
hq : ∀ (b : Bool), mz b * mz b = 1 / 4
hc : Fintype.card (Fin n → Bool) = 2 ^ n
⊢ ∑ x, 1 / 4 = if True then 2 ^ n / 4 else 0
Main.lean:39:53: error: Function expected at
  s
but this term has type
  ?m.157

Note: Expected a function because this term is being applied to the argument
  k
Main.lean:39:64: error: Function expected at
  s
but this term has type
  ?m.157

Note: Expected a function because this term is being applied to the argument
  l
```

The first message concerns the case of equal spins. Besides using `hq`, `simp only [hq]` simplified the condition `k = k` to `True`, but left the `if` standing. `if_pos rfl` looks for an `if` whose condition is an equation with identical sides, and `True` is not one. The repair runs `rw [if_pos rfl]` first, while the condition is still `k = k`.

The other two messages both point to the right-hand sum in `h`. Its `s` is a new variable with no stated type, and Lean meets `s k` and `s l` before it knows that `s` is a function. The left-hand sum escapes this because `f s` fixes the type of its own `s`. Writing `∑ s : Fin n → Bool` on the right supplies what was missing; the same annotation on the left is mere tidying. So is the one in `h2`, where `f s` comes first and settles the type for the whole statement.

After these edits no error is left:

```diff
@@ -29,6 +29,7 @@
       intro b; cases b <;> norm_num [mz]
     have hc : Fintype.card (Fin n → Bool) = 2 ^ n := by simp
+    rw [if_pos rfl]
     simp only [hq]
-    rw [if_pos rfl, Finset.sum_const, Finset.card_univ, hc, nsmul_eq_mul]
+    rw [Finset.sum_const, Finset.card_univ, hc, nsmul_eq_mul]
     push_cast
     ring
@@ -37,9 +38,11 @@
     let f : (Fin n → Bool) → (Fin n → Bool) := fun s => Function.update s k (!s k)
     have hf : Function.Involutive f := by intro s; simp [f]
-    have h : ∑ s, mz (f s k) * mz (f s l) = ∑ s, mz (s k) * mz (s l) :=
+    have h : ∑ s : Fin n → Bool, mz (f s k) * mz (f s l)
+        = ∑ s : Fin n → Bool, mz (s k) * mz (s l) :=
       Equiv.sum_comp hf.toPerm (fun s => mz (s k) * mz (s l))
     have hm : ∀ b, mz (!b) = -mz b := by
       intro b; cases b <;> norm_num [mz]
-    have h2 : ∀ s, mz (f s k) * mz (f s l) = -(mz (s k) * mz (s l)) := by
+    have h2 : ∀ s : Fin n → Bool,
+        mz (f s k) * mz (f s l) = -(mz (s k) * mz (s l)) := by
       intro s
       have e1 : f s k = !s k := by simp [f]
```
